# Sum-over-states Berry curvature of a nondegenerate level, and positivity of the ground-state mass correction

Derivatives are taken one coordinate at a time, at a single geometry $R$, and their values are supplied as data. The Hamiltonian $H(R)$ is a finite Hermitian matrix in a fixed basis, with eigenstates $\varphi_k(R)$ and levels $E_k(R)$. Differentiability of the levels is not assumed; along each coordinate it follows at $R$ from $E_k=\langle\varphi_k,H\varphi_k\rangle$.

For slow nuclei in Ehrenfest dynamics, with the electrons close to one nondegenerate level, the Berry curvature of that level gives a velocity-dependent force and the mass correction adds to the nuclear inertia. Both are treated here for finite matrix families, without deriving the equations of motion.

```lean
import Mathlib

open Matrix Finset

namespace EhrenfestBerryMass

noncomputable section

variable {ι n : Type*} [DecidableEq ι] [Fintype n] [DecidableEq n]
```

## Orthonormal eigenstates with real levels

Write $\langle x,y\rangle=\sum_i \bar x_i y_i$, in Lean `star x ⬝ᵥ y`. The type `ι` labels coordinates; `n` labels both basis functions and levels.

```lean
/-- A Hermitian Hamiltonian family `H R` with orthonormal eigenstates `φ R k` and real
levels `E R k`. -/
structure IsAdiabaticFrame (H : (ι → ℝ) → Matrix n n ℂ) (φ : (ι → ℝ) → n → n → ℂ)
    (E : (ι → ℝ) → n → ℝ) : Prop where
  herm : ∀ R, (H R).IsHermitian
  orth : ∀ R j k, star (φ R j) ⬝ᵥ φ R k = if j = k then 1 else 0
  eigen : ∀ R k, H R *ᵥ φ R k = (E R k : ℂ) • φ R k
```

These are the adiabatic electronic states at every geometry. The field `herm` already follows from the other two, since a complete orthonormal eigenbasis with real levels makes $H$ Hermitian.

Normalisation matters even for a single state. There the sums over other states are empty, and both the curvature and the mass correction vanish. An unnormalised state $r(R)e^{i\chi(R)}$ can nevertheless have $\operatorname{Im}\langle\partial_a\varphi,\partial_b\varphi\rangle\neq0$, and the curvature formula fails.

## Derivatives along each coordinate

```lean
/-- At the geometry `R`, `D a` and `dφ a k` are the partial derivatives of the Hamiltonian
and of the state `k` along the coordinate `a`. -/
structure HasPartials (H : (ι → ℝ) → Matrix n n ℂ) (φ : (ι → ℝ) → n → n → ℂ) (R : ι → ℝ)
    (D : ι → Matrix n n ℂ) (dφ : ι → n → n → ℂ) : Prop where
  ham : ∀ a i j, HasDerivAt (fun t => H (Function.update R a t) i j) (D a i j) (R a)
  state : ∀ a k i, HasDerivAt (fun t => φ (Function.update R a t) k i) (dφ a k i) (R a)
```

`Function.update R a t` moves coordinate $a$ to the value $t$ and leaves the others alone. Thus `D a` is $\partial_aH$ and `dφ a k` is $\partial_a\varphi_k$. Physically, the phases of the states must be chosen smoothly enough near $R$. If a phase jumps there, the state derivatives do not exist, whereas the sum over states keeps its value because the phases cancel in it.

The three quantities in the results are the matrix element $\langle\varphi_j,D\varphi_k\rangle$, the curvature $-2\operatorname{Im}\langle\partial_a\varphi_g,\partial_b\varphi_g\rangle$ of a level $g$, and the mass correction

$$M_{ab}=2\operatorname{Re}\sum_{k\ne g}\frac{\langle\varphi_g,\partial_aH\,\varphi_k\rangle\langle\varphi_k,\partial_bH\,\varphi_g\rangle}{(E_k-E_g)^3}.$$

With $\hbar=1$, $M$ stands for the inertia from electrons that lag slightly behind the nuclei. It enters as a definition.

```lean
/-- The matrix element of `D` between the states `u j` and `u k`. -/
def element (u : n → n → ℂ) (D : Matrix n n ℂ) (j k : n) : ℂ := star (u j) ⬝ᵥ D *ᵥ u k

/-- The Berry curvature, from the derivatives `x` and `y` of a state along two coordinates. -/
def berryCurvature (x y : n → ℂ) : ℝ := -2 * (star x ⬝ᵥ y).im

/-- The mass correction of level `g` for two Hamiltonian derivatives, as a sum over the other
states; its domain is a level `g` that differs from all others. -/
def massCorrection (u : n → n → ℂ) (ε : n → ℝ) (D₁ D₂ : Matrix n n ℂ) (g : n) : ℝ :=
  2 * (∑ k ∈ univ.erase g,
    element u D₁ g k * element u D₂ k g / ((ε k - ε g : ℝ) : ℂ) ^ 3).re
```

The derivative hypothesis is used through the product rule:

```lean
omit [DecidableEq n] in
/-- Product rule for the bilinear product of two vectors that depend on one coordinate. -/
theorem hasDerivAt_dot {x y : ℝ → n → ℂ} {x' y' : n → ℂ} {s : ℝ}
    (hx : ∀ i, HasDerivAt (fun t => x t i) (x' i) s)
    (hy : ∀ i, HasDerivAt (fun t => y t i) (y' i) s) :
    HasDerivAt (fun t => x t ⬝ᵥ y t) (x' ⬝ᵥ y s + x s ⬝ᵥ y') s := by
  have h : HasDerivAt (fun t => ∑ i, x t i * y t i) (∑ i, (x' i * y s i + x s i * y' i)) s :=
    HasDerivAt.fun_sum fun i _ => (hx i).fun_mul (hy i)
  rw [Finset.sum_add_distrib] at h
  exact h
```

## What orthonormality and Hermiticity supply

Orthonormality gives the resolution of the identity,
$$\langle x,y\rangle=\sum_k\langle x,\varphi_k\rangle\langle\varphi_k,y\rangle.$$
In Lean the states are the columns of a square matrix $U$, and $U^\dagger U=1$ implies $UU^\dagger=1$.

```lean
/-- Resolution of the identity: an overlap is a sum over an orthonormal basis. -/
theorem overlap_eq_sum {u : n → n → ℂ}
    (hu : ∀ j k, star (u j) ⬝ᵥ u k = if j = k then 1 else 0) (x y : n → ℂ) :
    star x ⬝ᵥ y = ∑ k, (star x ⬝ᵥ u k) * (star (u k) ⬝ᵥ y) := by
  let U : Matrix n n ℂ := Matrix.of fun i k => u k i
  have h1 : Uᴴ * U = 1 := by
    ext j k
    rw [Matrix.one_apply]
    exact hu j k
  have h2 : U * Uᴴ = 1 := mul_eq_one_comm.mp h1
  calc star x ⬝ᵥ y = star x ⬝ᵥ ((U * Uᴴ) *ᵥ y) := by rw [h2, Matrix.one_mulVec]
    _ = (star x ᵥ* U) ⬝ᵥ (Uᴴ *ᵥ y) := by
      rw [← Matrix.mulVec_mulVec, Matrix.dotProduct_mulVec]
    _ = _ := rfl
```

Hermiticity exchanges the states in a matrix element by conjugation. It passes to $\partial_aH$ because the entries $H_{ij}$ and $\overline{H_{ji}}$ agree along the whole coordinate line, and derivatives are unique.

```lean
omit [DecidableEq n] in
/-- Exchanging the two states conjugates the matrix element of a Hermitian matrix. -/
theorem element_conj (u : n → n → ℂ) {D : Matrix n n ℂ} (hD : D.IsHermitian) (j k : n) :
    element u D j k = star (element u D k j) := by
  unfold element
  rw [Matrix.star_dotProduct, Matrix.star_mulVec, hD.eq, ← Matrix.dotProduct_mulVec]

variable {H : (ι → ℝ) → Matrix n n ℂ} {φ : (ι → ℝ) → n → n → ℂ} {E : (ι → ℝ) → n → ℝ}
  {R : ι → ℝ} {D : ι → Matrix n n ℂ} {dφ : ι → n → n → ℂ}

/-- The partial derivatives of a Hermitian Hamiltonian family are Hermitian. -/
theorem partial_isHermitian (hF : IsAdiabaticFrame H φ E) (hd : HasPartials H φ R D dφ)
    (a : ι) : (D a).IsHermitian := by
  ext i j
  have h : HasDerivAt (fun t => H (Function.update R a t) i j) (star (D a j i)) (R a) :=
    (hd.ham a j i).star.congr_of_eventuallyEq
      (Filter.Eventually.of_forall fun t => ((hF.herm _).apply i j).symm)
  exact h.unique (hd.ham a i j)
```

Differentiating $\langle\varphi_j,\varphi_k\rangle=\delta_{jk}$ gives
$$\langle\partial_a\varphi_j,\varphi_k\rangle+\langle\varphi_j,\partial_a\varphi_k\rangle=0.\tag{1}$$

```lean
/-- For orthonormal states, the two derivative terms of each overlap sum to zero. -/
theorem overlap_deriv (hF : IsAdiabaticFrame H φ E) (hd : HasPartials H φ R D dφ)
    (a : ι) (j k : n) : star (dφ a j) ⬝ᵥ φ R k + star (φ R j) ⬝ᵥ dφ a k = 0 := by
  have h := hasDerivAt_dot (x := fun t => star (φ (Function.update R a t) j))
    (x' := star (dφ a j)) (fun i => (hd.state a j i).star) (hd.state a k)
  simp only [hF.orth, Function.update_eq_self] at h
  exact h.unique (hasDerivAt_const _ _)
```

## A gap between level $g$ and every other level

For $k\neq g$, $\langle\varphi_k,H\varphi_g\rangle=0$ at every geometry. Its derivative along $c$ is
$$\langle\partial_c\varphi_k,H\varphi_g\rangle+\langle\varphi_k,\partial_cH\,\varphi_g\rangle+\langle\varphi_k,H\,\partial_c\varphi_g\rangle=0.$$
By (1), the first term is $-E_g\langle\varphi_k,\partial_c\varphi_g\rangle$; the last is $E_k\langle\varphi_k,\partial_c\varphi_g\rangle$. Hence
$$(E_k-E_g)\langle\varphi_k,\partial_c\varphi_g\rangle=-\langle\varphi_k,\partial_cH\,\varphi_g\rangle.\tag{2}$$
Multiplying the conjugate of (2) for $c=a$ by (2) for $c=b$, and dividing by the squared gap, gives
$$\langle\partial_a\varphi_g,\varphi_k\rangle\langle\varphi_k,\partial_b\varphi_g\rangle=\frac{\langle\varphi_g,\partial_aH\,\varphi_k\rangle\langle\varphi_k,\partial_bH\,\varphi_g\rangle}{(E_k-E_g)^2}.$$

In the proof, `key` is (2), `ha` is its conjugate, and `linear_combination` multiplies them.

```lean
/-- The product of two derivative overlaps of `g` through a state `k` of different energy is a
product of matrix elements of the Hamiltonian derivatives over the squared gap. -/
theorem virtual_transition (hF : IsAdiabaticFrame H φ E) (hd : HasPartials H φ R D dφ)
    {g k : n} (hk : k ≠ g) (hE : E R k ≠ E R g) (a b : ι) :
    (star (dφ a g) ⬝ᵥ φ R k) * (star (φ R k) ⬝ᵥ dφ b g) =
      element (φ R) (D a) g k * element (φ R) (D b) k g / ((E R k - E R g : ℝ) : ℂ) ^ 2 := by
  -- differentiate the vanishing matrix element of `H` between `k` and `g`
  have key : ∀ c, ((E R k - E R g : ℝ) : ℂ) * (star (φ R k) ⬝ᵥ dφ c g) =
      -element (φ R) (D c) k g := by
    intro c
    have hy : ∀ i, HasDerivAt
        (fun t => (H (Function.update R c t) *ᵥ φ (Function.update R c t) g) i)
        ((D c *ᵥ φ R g + H R *ᵥ dφ c g) i) (R c) := by
      intro i
      have h := hasDerivAt_dot (x := fun t => H (Function.update R c t) i) (x' := D c i)
        (hd.ham c i) (hd.state c g)
      simp only [Function.update_eq_self] at h
      exact h
    have m := hasDerivAt_dot (x := fun t => star (φ (Function.update R c t) k))
      (x' := star (dφ c k)) (fun i => (hd.state c k i).star) hy
    simp only [hF.eigen, dotProduct_smul, hF.orth, if_neg hk, mul_zero,
      Function.update_eq_self, dotProduct_add, smul_eq_mul] at m
    have m0 := m.unique (hasDerivAt_const _ _)
    have hl : star (φ R k) ⬝ᵥ H R *ᵥ dφ c g = (E R k : ℂ) * (star (φ R k) ⬝ᵥ dφ c g) := by
      have hs : star (H R *ᵥ φ R k) = star (φ R k) ᵥ* H R := by
        rw [Matrix.star_mulVec, (hF.herm R).eq]
      rw [Matrix.dotProduct_mulVec, ← hs, hF.eigen, star_smul, smul_dotProduct, smul_eq_mul,
        Complex.star_def, Complex.conj_ofReal]
    rw [hl] at m0
    unfold element
    push_cast
    linear_combination m0 - (E R g : ℂ) * overlap_deriv hF hd c k g
  have hne : ((E R k - E R g : ℝ) : ℂ) ≠ 0 := Complex.ofReal_ne_zero.2 (sub_ne_zero.2 hE)
  have ha := congrArg (starRingEnd ℂ) (key a)
  rw [map_mul, Complex.conj_ofReal, map_neg] at ha
  rw [Matrix.star_dotProduct (dφ a g), element_conj _ (partial_isHermitian hF hd a) g k,
    eq_div_iff (pow_ne_zero 2 hne)]
  simp only [Complex.star_def]
  linear_combination ((E R k - E R g : ℝ) : ℂ) * (star (φ R k) ⬝ᵥ dφ b g) * ha -
    (starRingEnd ℂ) (element (φ R) (D a) k g) * key b
```

Now insert the resolution of the identity into $\langle\partial_a\varphi_g,\partial_b\varphi_g\rangle$. By (1) with $j=k=g$, both factors of the $k=g$ term are imaginary, so their product is real and drops out of the imaginary part (`him` and `h0`). The remaining terms give
$$-2\operatorname{Im}\langle\partial_a\varphi_g,\partial_b\varphi_g\rangle=-2\operatorname{Im}\sum_{k\ne g}\frac{\langle\varphi_g,\partial_aH\,\varphi_k\rangle\langle\varphi_k,\partial_bH\,\varphi_g\rangle}{(E_k-E_g)^2}.$$

```lean
/-- The Berry curvature of a nondegenerate level as a sum over all other states. -/
theorem berryCurvature_eq_sum (hF : IsAdiabaticFrame H φ E) (hd : HasPartials H φ R D dφ)
    (g : n) (hE : ∀ k, k ≠ g → E R k ≠ E R g) (a b : ι) :
    berryCurvature (dφ a g) (dφ b g) = -2 * (∑ k ∈ univ.erase g,
      element (φ R) (D a) g k * element (φ R) (D b) k g /
        ((E R k - E R g : ℝ) : ℂ) ^ 2).im := by
  -- the overlap of a normalised state with its derivative is imaginary
  have him : ∀ c, (star (φ R g) ⬝ᵥ dφ c g).re = 0 := by
    intro c
    have h := overlap_deriv hF hd c g g
    rw [Matrix.star_dotProduct (dφ c g)] at h
    have h2 : (star (φ R g) ⬝ᵥ dφ c g).re + (star (φ R g) ⬝ᵥ dφ c g).re = 0 :=
      congrArg Complex.re h
    linarith
  have h0 : ((star (dφ a g) ⬝ᵥ φ R g) * (star (φ R g) ⬝ᵥ dφ b g)).im = 0 := by
    rw [eq_neg_of_add_eq_zero_left (overlap_deriv hF hd a g g), Complex.mul_im,
      Complex.neg_re, him a, him b]
    ring
  rw [berryCurvature, overlap_eq_sum (hF.orth R), ← Finset.add_sum_erase univ _ (mem_univ g),
    Complex.add_im, h0, zero_add]
  congr 2
  exact Finset.sum_congr rfl fun k hk =>
    virtual_transition hF hd (ne_of_mem_erase hk) (hE k (ne_of_mem_erase hk)) a b
```

Level $g$ need not be the lowest. Other levels may coincide with one another if their states still have the derivatives that `HasPartials` requires. At a conical intersection between two other levels they do not, so neither this theorem nor the next covers that geometry. If $g$ itself is degenerate, the formula can fail: for $H=0$ with the spin states below, the only term of the sum is $0/0$, which is undefined on paper and $0$ in Lean, while the curvature of the first state for $a=0$, $b=1$ is $\sin(2R_0)$.

## Level $g$ as the ground state

Set $X_{ak}=\langle\varphi_k,\partial_aH\,\varphi_g\rangle$. Hermiticity turns each numerator of $M_{ab}$ into $\overline{X_{ak}}X_{bk}$, so for real $c_a$
$$\sum_{ab}c_ac_bM_{ab}=\sum_{k\ne g}\frac{2\,\bigl|\sum_a c_aX_{ak}\bigr|^2}{(E_k-E_g)^3}\ge0.$$
The hypothesis $E_g<E_k$ makes each cubed gap positive. In Lean, `hM` writes $M_{ab}$ in real and imaginary parts, which also shows its symmetry, and `hq` is the sum of squares. The number of coordinates is finite but arbitrary.

```lean
/-- The mass correction of the lowest, nondegenerate level is a positive semidefinite matrix
in the coordinates. -/
theorem massCorrection_posSemidef [Fintype ι] (hF : IsAdiabaticFrame H φ E)
    (hd : HasPartials H φ R D dφ) (g : n) (hE : ∀ k, k ≠ g → E R g < E R k) :
    (Matrix.of fun a b => massCorrection (φ R) (E R) (D a) (D b) g).PosSemidef := by
  let X : ι → n → ℂ := fun a k => element (φ R) (D a) k g
  have hM : ∀ a b, massCorrection (φ R) (E R) (D a) (D b) g = ∑ k ∈ univ.erase g,
      2 * ((X a k).re * (X b k).re + (X a k).im * (X b k).im) / (E R k - E R g) ^ 3 := by
    intro a b
    rw [massCorrection, Complex.re_sum, Finset.mul_sum]
    refine Finset.sum_congr rfl fun k _ => ?_
    rw [element_conj _ (partial_isHermitian hF hd a) g k, ← Complex.ofReal_pow,
      Complex.div_ofReal_re, Complex.mul_re, Complex.star_def, Complex.conj_re,
      Complex.conj_im]
    ring
  refine Matrix.PosSemidef.of_dotProduct_mulVec_nonneg ?_ fun c => ?_
  · ext a b
    change massCorrection (φ R) (E R) (D b) (D a) g = massCorrection (φ R) (E R) (D a) (D b) g
    rw [hM, hM]
    exact Finset.sum_congr rfl fun k _ => by ring
  · -- the quadratic form is a sum of squares over positive cubed gaps
    have hq : star c ⬝ᵥ (Matrix.of fun a b =>
        massCorrection (φ R) (E R) (D a) (D b) g) *ᵥ c = ∑ k ∈ univ.erase g,
        2 * ((∑ a, c a * (X a k).re) * (∑ b, c b * (X b k).re) +
          (∑ a, c a * (X a k).im) * (∑ b, c b * (X b k).im)) / (E R k - E R g) ^ 3 := by
      simp only [dotProduct, Matrix.mulVec, Matrix.of_apply, Pi.star_apply, star_trivial, hM,
        ← Finset.sum_add_distrib, Finset.mul_sum, Finset.sum_mul,
        Finset.sum_div]
      symm
      rw [Finset.sum_comm]
      refine Finset.sum_congr rfl fun a _ => ?_
      rw [Finset.sum_comm]
      exact Finset.sum_congr rfl fun b _ => Finset.sum_congr rfl fun k _ => by ring
    rw [hq]
    refine Finset.sum_nonneg fun k hk => div_nonneg ?_
      (pow_nonneg (sub_nonneg.2 (hE k (ne_of_mem_erase hk)).le) 3)
    exact mul_nonneg zero_le_two (add_nonneg (mul_self_nonneg _) (mul_self_nonneg _))
```

For an excited level, lower states contribute with a negative sign; in a two-level system the upper state's matrix is negative semidefinite. With squared gaps in place of cubed ones, the same sum of squares makes $\operatorname{Re}\sum_{k\ne g}\overline{X_{ak}}X_{bk}/(E_k-E_g)^2$, the quantum metric, positive semidefinite for any nondegenerate level.

## A spin one-half that meets every hypothesis

With the Hamiltonian $\mathbf b\cdot\boldsymbol\sigma$, where $\mathbf b$ is a unit field and $\boldsymbol\sigma$ are the Pauli matrices, a spin one-half has levels $-1$ and $1$. Here $R_0$ is half the polar angle and $R_1$ is the azimuth.

```lean
/-- The azimuthal phase factor of the field direction. -/
def phase (R : Fin 2 → ℝ) : ℂ := Complex.exp (R 1 * Complex.I)

/-- A spin one-half in a unit field with polar angle `2 * R 0` and azimuth `R 1`. -/
def spinH (R : Fin 2 → ℝ) : Matrix (Fin 2) (Fin 2) ℂ :=
  let c : ℂ := (Real.cos (R 0) : ℂ)
  let s : ℂ := (Real.sin (R 0) : ℂ)
  !![c * c - s * s, 2 * c * s * star (phase R); 2 * c * s * phase R, s * s - c * c]

/-- The two spin states, antiparallel and parallel to the field. -/
def spinState (R : Fin 2 → ℝ) : Fin 2 → Fin 2 → ℂ :=
  ![![-(Real.sin (R 0) : ℂ), phase R * (Real.cos (R 0) : ℂ)],
    ![(Real.cos (R 0) : ℂ), phase R * (Real.sin (R 0) : ℂ)]]
```

The last theorem checks orthonormality and the eigenvalue equations from $\cos^2R_0+\sin^2R_0=1$ and the unit modulus of the phase. It obtains the partial derivatives from the differentiability of all entries. The gap is 2 everywhere, so both results apply to the lower state at all values of the two angles. The states are functions of the angles, not of the field direction alone: at $R_0=0$ the field does not depend on the azimuth, but the lower state keeps the phase $e^{iR_1}$.

```lean
/-- The spin in a unit field, with levels `-1` and `1`, is an adiabatic frame with partial
derivatives at every field direction. -/
theorem spin_witness : IsAdiabaticFrame spinH spinState (fun _ => ![-1, 1]) ∧
    ∀ R, HasPartials spinH spinState R
      (fun a => Matrix.of fun i j => deriv (fun t => spinH (Function.update R a t) i j) (R a))
      (fun a k i => deriv (fun t => spinState (Function.update R a t) k i) (R a)) := by
  have h1 : ∀ R : Fin 2 → ℝ, (Real.cos (R 0) : ℂ) ^ 2 + (Real.sin (R 0) : ℂ) ^ 2 = 1 :=
    fun R => by exact_mod_cast Real.cos_sq_add_sin_sq (R 0)
  have h2 : ∀ R, (starRingEnd ℂ) (phase R) * phase R = 1 := fun R => by
    rw [mul_comm, Complex.mul_conj, Complex.normSq_eq_norm_sq, phase,
      Complex.norm_exp_ofReal_mul_I]
    norm_num
  refine ⟨⟨fun R => ?_, fun R => ?_, fun R => ?_⟩, fun R => ?_⟩
  · ext i j
    fin_cases i <;> fin_cases j <;>
      simp [spinH, Matrix.conjTranspose_apply, -Complex.ofReal_cos, -Complex.ofReal_sin]
  · have e00 : star (spinState R 0) ⬝ᵥ spinState R 0 = 1 := by
      simp only [dotProduct, Fin.sum_univ_two, spinState, Pi.star_apply, Matrix.cons_val_zero,
        Matrix.cons_val_one, Complex.star_def, map_mul, map_neg, Complex.conj_ofReal]
      linear_combination h1 R + (Real.cos (R 0) : ℂ) ^ 2 * h2 R
    have e01 : star (spinState R 0) ⬝ᵥ spinState R 1 = 0 := by
      simp only [dotProduct, Fin.sum_univ_two, spinState, Pi.star_apply, Matrix.cons_val_zero,
        Matrix.cons_val_one, Complex.star_def, map_mul, map_neg, Complex.conj_ofReal]
      linear_combination (Real.cos (R 0) : ℂ) * (Real.sin (R 0) : ℂ) * h2 R
    have e11 : star (spinState R 1) ⬝ᵥ spinState R 1 = 1 := by
      simp only [dotProduct, Fin.sum_univ_two, spinState, Pi.star_apply, Matrix.cons_val_zero,
        Matrix.cons_val_one, Complex.star_def, map_mul, Complex.conj_ofReal]
      linear_combination h1 R + (Real.sin (R 0) : ℂ) ^ 2 * h2 R
    have e10 : star (spinState R 1) ⬝ᵥ spinState R 0 = 0 := by
      rw [Matrix.star_dotProduct, e01, star_zero]
    exact Fin.forall_fin_two.2 ⟨Fin.forall_fin_two.2 ⟨e00, e01⟩, Fin.forall_fin_two.2 ⟨e10, e11⟩⟩
  · refine Fin.forall_fin_two.2 ⟨funext (Fin.forall_fin_two.2 ⟨?_, ?_⟩),
      funext (Fin.forall_fin_two.2 ⟨?_, ?_⟩)⟩ <;>
      simp only [Matrix.mulVec, dotProduct, Fin.sum_univ_two, spinH, spinState, Matrix.of_apply,
        Matrix.cons_val_zero, Matrix.cons_val_one, Pi.smul_apply, smul_eq_mul,
        Complex.star_def, Complex.ofReal_neg, Complex.ofReal_one]
    · linear_combination 2 * (Real.cos (R 0) : ℂ) ^ 2 * (Real.sin (R 0) : ℂ) * h2 R +
        (Real.sin (R 0) : ℂ) * h1 R
    · linear_combination -((Real.cos (R 0) : ℂ) * phase R) * h1 R
    · linear_combination 2 * (Real.cos (R 0) : ℂ) * (Real.sin (R 0) : ℂ) ^ 2 * h2 R +
        (Real.cos (R 0) : ℂ) * h1 R
    · linear_combination (Real.sin (R 0) : ℂ) * phase R * h1 R
  · -- all entries are differentiable functions of the two angles
    have hc : Differentiable ℝ (fun S : Fin 2 → ℝ => (Real.cos (S 0) : ℂ)) :=
      Complex.ofRealCLM.differentiable.comp (Real.differentiable_cos.comp (differentiable_apply 0))
    have hs : Differentiable ℝ (fun S : Fin 2 → ℝ => (Real.sin (S 0) : ℂ)) :=
      Complex.ofRealCLM.differentiable.comp (Real.differentiable_sin.comp (differentiable_apply 0))
    have hx : Differentiable ℝ (fun S : Fin 2 → ℝ => (S 1 : ℂ)) :=
      Complex.ofRealCLM.differentiable.comp (differentiable_apply 1)
    have hz : Differentiable ℝ phase := (hx.mul_const Complex.I).cexp
    have hH : ∀ i j, Differentiable ℝ (fun S => spinH S i j) :=
      Fin.forall_fin_two.2 ⟨Fin.forall_fin_two.2
        ⟨(hc.mul hc).sub (hs.mul hs), ((hc.const_mul 2).mul hs).mul hz.star⟩,
        Fin.forall_fin_two.2
        ⟨((hc.const_mul 2).mul hs).mul hz, (hs.mul hs).sub (hc.mul hc)⟩⟩
    have hS : ∀ k i, Differentiable ℝ (fun S => spinState S k i) :=
      Fin.forall_fin_two.2 ⟨Fin.forall_fin_two.2 ⟨hs.neg, hz.mul hc⟩,
        Fin.forall_fin_two.2 ⟨hc, hz.mul hs⟩⟩
    have hp : ∀ f : (Fin 2 → ℝ) → ℂ, Differentiable ℝ f → ∀ a,
        HasDerivAt (fun t => f (Function.update R a t))
          (deriv (fun t => f (Function.update R a t)) (R a)) (R a) := fun f hf a =>
      (DifferentiableAt.comp (R a) (hf _)
        (hasDerivAt_update R a (R a)).differentiableAt).hasDerivAt
    exact ⟨fun a i j => hp _ (hH i j) a, fun a k i => hp _ (hS k i) a⟩

end

end EhrenfestBerryMass
```

```lean
#print axioms EhrenfestBerryMass.berryCurvature_eq_sum
#print axioms EhrenfestBerryMass.massCorrection_posSemidef
```

```
'EhrenfestBerryMass.berryCurvature_eq_sum' depends on axioms: [propext, Classical.choice, Quot.sound]
'EhrenfestBerryMass.massCorrection_posSemidef' depends on axioms: [propext, Classical.choice, Quot.sound]
```
